# Subspace iteration from a Thouless frame converges to the occupied space when every virtual eigenvalue is smaller in modulus than every occupied one

A subspace has many bases, so saying that a sequence of subspaces converges requires a choice of what is to converge. Here each subspace is described by its amplitudes t in the frame [1; t], the identity matrix stacked on t. Column i of this frame is occupied orbital i plus virtual orbitals a with coefficients t_ai. Convergence to the occupied space then means that every t_ai tends to zero. The Fock matrix F is fixed and diagonal, with occupied eigenvalues f_i and virtual eigenvalues f_a. Each step of the iteration multiplies the current basis vectors by F.

In Lean 4 with Mathlib:

```lean
import Mathlib

open Matrix Filter Topology

namespace ThoulessSubspaceIteration

noncomputable section

variable {𝕜 : Type*} [RCLike 𝕜] {o v : Type*}
```

The scalars `𝕜` are the real or the complex numbers, so real eigenvalues are included but not required. The types `o` and `v` label the occupied and the virtual orbitals.

```lean
/-- The amplitudes after `k` steps: each `t a i` is multiplied by the `k`-th power of the
ratio of the virtual to the occupied eigenvalue. -/
def amplitude (fo : o → 𝕜) (fv : v → 𝕜) (t : Matrix v o 𝕜) (k : ℕ) : Matrix v o 𝕜 :=
  Matrix.of fun a i => (fv a / fo i) ^ k * t a i
```

This defines the amplitudes after k steps:

(t_k)_ai = (f_a / f_i)^k t_ai.

That they describe the iterated subspace is proved further down.

```lean
/-- For nonzero occupied eigenvalues, the iterated amplitudes tend to zero exactly when
each pair with a nonzero initial amplitude has its virtual eigenvalue smaller in modulus than
its occupied one. -/
theorem tendsto_amplitude_iff {fo : o → 𝕜} {fv : v → 𝕜} (ho : ∀ i, fo i ≠ 0)
    (t : Matrix v o 𝕜) :
    Tendsto (amplitude fo fv t) atTop (𝓝 0) ↔ ∀ a i, t a i ≠ 0 → ‖fv a‖ < ‖fo i‖ := by
  constructor
  · intro h a i ht
    by_contra hlt
    have hle : ‖fo i‖ ≤ ‖fv a‖ := not_lt.1 hlt
    have hai : Tendsto (fun k : ℕ => (fv a / fo i) ^ k * t a i) atTop (𝓝 0) :=
      tendsto_pi_nhds.1 (tendsto_pi_nhds.1 h a) i
    have hn := hai.norm
    rw [norm_zero] at hn
    -- a ratio of modulus at least one never lets the amplitude shrink
    have hr : 1 ≤ ‖fv a / fo i‖ := by
      rw [norm_div]
      exact (one_le_div (norm_pos_iff.2 (ho i))).2 hle
    have hb : ‖t a i‖ ≤ 0 := ge_of_tendsto' hn fun k => by
      rw [norm_mul, norm_pow]
      exact le_mul_of_one_le_left (norm_nonneg _) (one_le_pow₀ hr)
    exact ht (norm_le_zero_iff.1 hb)
  · intro h
    refine tendsto_pi_nhds.2 fun a => tendsto_pi_nhds.2 fun i => ?_
    have hai : Tendsto (fun k : ℕ => (fv a / fo i) ^ k * t a i) atTop (𝓝 0) := by
      by_cases ht : t a i = 0
      · simp only [ht, mul_zero]
        exact tendsto_const_nhds
      · have hr : ‖fv a / fo i‖ < 1 := by
          rw [norm_div]
          exact (div_lt_one (norm_pos_iff.2 (ho i))).2 (h a i ht)
        have hm := (tendsto_pow_atTop_nhds_zero_of_norm_lt_one hr).mul_const (t a i)
        rw [zero_mul] at hm
        exact hm
    exact hai
```

The name of a theorem is followed by its hypotheses, then by a colon and the claim. `Tendsto … atTop (𝓝 0)` says that t_k → 0 as k → ∞, entry by entry. If no f_i vanishes, this happens exactly when |f_a| < |f_i| for every pair with t_ai ≠ 0.

By hand, put r = |f_a| / |f_i|. Then

|(t_k)_ai| = r^k |t_ai|.

If r < 1, this tends to zero. If r ≥ 1, it never falls below |t_ai|, so it can tend to zero only if t_ai = 0. The proof treats the two directions in the opposite order. `tendsto_pi_nhds` passes between the matrix and its entries, and `ge_of_tendsto'` carries the lower bound to the limit.

```lean
variable [Fintype o] [DecidableEq o]

/-- The Thouless frame `[1; t]`: each occupied orbital plus its admixture of virtual ones. -/
def frame (t : Matrix v o 𝕜) : Matrix (o ⊕ v) o 𝕜 := Matrix.fromRows 1 t
```

From here on there are finitely many occupied orbitals. `o ⊕ v` is the disjoint union of the two label sets, and `Matrix.fromRows 1 t` is the stacked matrix [1; t].

```lean
omit [DecidableEq o] in
/-- The space spanned by the columns of a matrix of orbital coefficients. -/
def columnSpace {m : Type*} (M : Matrix m o 𝕜) : Submodule 𝕜 (m → 𝕜) :=
  LinearMap.range M.mulVecLin
```

The column space of M is the set of all vectors Mx, that is, the span of the orbitals stored in its columns.

```lean
/-- An invertible mixing of the orbitals among themselves leaves their span unchanged. -/
theorem columnSpace_mul {m : Type*} (M : Matrix m o 𝕜) {D : Matrix o o 𝕜}
    (hD : IsUnit D.det) : columnSpace (M * D) = columnSpace M := by
  apply le_antisymm
  · rintro _ ⟨x, rfl⟩
    exact ⟨D *ᵥ x, by simp only [Matrix.mulVecLin_apply, Matrix.mulVec_mulVec]⟩
  · rintro _ ⟨x, rfl⟩
    refine ⟨D⁻¹ *ᵥ x, ?_⟩
    simp only [Matrix.mulVecLin_apply, Matrix.mulVec_mulVec]
    rw [Matrix.mul_assoc, Matrix.mul_nonsing_inv _ hD, Matrix.mul_one]
```

Mixing the columns by an invertible matrix D leaves their span unchanged, because

(MD)x = M(Dx) and Mx = (MD)(D⁻¹x).

The proof shows the two inclusions with these two identities. `IsUnit D.det` says that det D is invertible.

```lean
/-- Two Thouless frames with the same span have the same amplitudes. -/
theorem frame_unique {t t' : Matrix v o 𝕜}
    (h : columnSpace (frame t) = columnSpace (frame t')) : t = t' := by
  ext a i
  have hm : (frame t).mulVecLin (Pi.single i 1) ∈ columnSpace (frame t') := by
    rw [← h]
    exact LinearMap.mem_range_self _ _
  obtain ⟨x, hx⟩ := hm
  simp only [Matrix.mulVecLin_apply, frame, Matrix.fromRows_mulVec, Matrix.one_mulVec] at hx
  -- the occupied rows fix the combination, the virtual rows then compare the amplitudes
  have hx1 : x = Pi.single i 1 := funext fun j => congrFun hx (Sum.inl j)
  have hx2 : t' *ᵥ x = t *ᵥ Pi.single i 1 := funext fun b => congrFun hx (Sum.inr b)
  rw [hx1, Matrix.mulVec_single_one, Matrix.mulVec_single_one] at hx2
  exact (congrFun hx2 a).symm
```

The amplitudes are determined by the subspace, which justifies using them as coordinates. Suppose [1; t] and [1; t'] have the same span. Column i of the first is [e_i; t e_i], with e_i the i-th unit vector, and it must equal [x; t'x] for some x. The occupied rows give x = e_i (`hx1`), and the virtual rows then give t' e_i = t e_i (`hx2`). This holds for every i, so t = t'.

```lean
variable [Fintype v] [DecidableEq v]

/-- The diagonal Fock matrix with occupied eigenvalues `fo` and virtual eigenvalues `fv`. -/
def fock (fo : o → 𝕜) (fv : v → 𝕜) : Matrix (o ⊕ v) (o ⊕ v) 𝕜 :=
  Matrix.diagonal (Sum.elim fo fv)
```

`Sum.elim fo fv` joins the two lists of eigenvalues, and `fock` places them on the diagonal. The virtual orbitals are now finite in number too.

```lean
/-- For nonzero occupied eigenvalues, `k` applications of the Fock matrix to `[1; t]` give the
frame of the iterated amplitudes, with column `i` scaled by `fo i ^ k`. -/
theorem fock_pow_mul_frame {fo : o → 𝕜} (fv : v → 𝕜) (ho : ∀ i, fo i ≠ 0)
    (t : Matrix v o 𝕜) (k : ℕ) :
    fock fo fv ^ k * frame t =
      frame (amplitude fo fv t k) * Matrix.diagonal (fun i => fo i ^ k) := by
  ext p i
  rw [fock, Matrix.diagonal_pow, Matrix.diagonal_mul, Matrix.mul_diagonal]
  rcases p with j | a
  · by_cases hji : j = i
    · subst hji
      simp [frame]
    · simp [frame, hji]
  · simp only [Pi.pow_apply, Sum.elim_inr, frame, Matrix.fromRows_apply_inr, amplitude,
      Matrix.of_apply]
    have hk := pow_ne_zero k (ho i)
    rw [div_pow]
    field_simp
```

This is the central identity:

F^k [1; t] = [1; t_k] diag(f_i^k).

In an occupied row j, both sides are f_i^k if j = i and zero otherwise. In a virtual row a, the two sides agree because

f_a^k t_ai = (f_a / f_i)^k t_ai · f_i^k.

The proof splits into the same cases with `rcases`, and `field_simp` cancels the nonzero factor f_i^k.

```lean
/-- For nonzero occupied eigenvalues, `F ^ k [1; t]` and `[1; t_k]` span the same space. -/
theorem columnSpace_fock_pow {fo : o → 𝕜} (fv : v → 𝕜) (ho : ∀ i, fo i ≠ 0)
    (t : Matrix v o 𝕜) (k : ℕ) :
    columnSpace (fock fo fv ^ k * frame t) = columnSpace (frame (amplitude fo fv t k)) := by
  rw [fock_pow_mul_frame fv ho]
  apply columnSpace_mul
  rw [Matrix.det_diagonal]
  exact isUnit_iff_ne_zero.2 (Finset.prod_ne_zero_iff.2 fun i _ => pow_ne_zero k (ho i))
```

The diagonal factor has determinant ∏_i f_i^k, which is nonzero, so `columnSpace_mul` removes it. Hence F^k [1; t] and [1; t_k] span the same space.

```lean
/-- Convergence of subspace iteration: if there are virtual orbitals and all their eigenvalues
are smaller in modulus than all occupied ones, then `F ^ k [1; t]` spans the same space as
`[1; t_k]` for every `k`, and the amplitudes `t_k` tend to zero. -/
theorem subspace_iteration_converges [Nonempty v] {fo : o → 𝕜} {fv : v → 𝕜}
    (gap : ∀ a i, ‖fv a‖ < ‖fo i‖) (t : Matrix v o 𝕜) :
    (∀ k, columnSpace (fock fo fv ^ k * frame t) =
      columnSpace (frame (amplitude fo fv t k))) ∧
    Tendsto (amplitude fo fv t) atTop (𝓝 0) := by
  -- the gap to any one virtual level keeps the occupied eigenvalues away from zero
  have ho : ∀ i, fo i ≠ 0 := fun i =>
    norm_pos_iff.1 ((norm_nonneg _).trans_lt (gap (Classical.arbitrary v) i))
  exact ⟨columnSpace_fock_pow fv ho t, (tendsto_amplitude_iff ho t).2 fun a i _ => gap a i⟩
```

The hypothesis `gap` says that |f_a| < |f_i| for every pair. In other words, F multiplies every occupied component by a factor of larger modulus than any virtual one. `[Nonempty v]` requires at least one virtual orbital, and the gap then gives 0 ≤ |f_a| < |f_i|, so no f_i vanishes (`ho`). The two parts of the conclusion follow from `columnSpace_fock_pow` and `tendsto_amplitude_iff`.

The gap in modulus is not the usual energetic ordering f_i < f_a. Take one occupied orbital with f_i = −1, one virtual orbital with f_a = 1, and t = 1. The ordering holds, but t_k = (−1)^k, and the subspace alternates for ever between the spans of [1; 1] and [1; −1]. The requirement of a virtual orbital matters as well: with none, and just one occupied orbital, whose eigenvalue is zero, F sends the whole space to zero.

The same argument with exp(−τF) in place of F^k, for real eigenvalues and imaginary time τ, gives the amplitudes

t_ai(τ) = exp(−τ(f_a − f_i)) t_ai,

which tend to zero as τ → ∞ whenever f_i < f_a for all pairs.

For electronic structure, the theorem describes how repeated multiplication by F filters out virtual components in a finite basis when the gap in modulus holds, for a fixed F that is not updated self-consistently. If the eigenvalues are real and only the ordering f_i < f_a holds for all pairs, the theorem applies to F − σ1 instead, for any real σ that is at least as large as every f_a, because then |f_a − σ| = σ − f_a < σ − f_i = |f_i − σ|.

```lean
/-- If there are virtual orbitals and all their eigenvalues are smaller in modulus than all occupied
ones, iteration from any orbitals `[A; B]` with invertible occupied block `A` follows the Thouless
frames that start at `t = B A⁻¹`, and their amplitudes tend to zero. -/
theorem subspace_iteration_of_invertible_block [Nonempty v] {fo : o → 𝕜} {fv : v → 𝕜}
    (gap : ∀ a i, ‖fv a‖ < ‖fo i‖) {A : Matrix o o 𝕜} (hA : IsUnit A.det)
    (B : Matrix v o 𝕜) :
    (∀ k, columnSpace (fock fo fv ^ k * Matrix.fromRows A B) =
      columnSpace (frame (amplitude fo fv (B * A⁻¹) k))) ∧
    Tendsto (amplitude fo fv (B * A⁻¹)) atTop (𝓝 0) := by
  obtain ⟨hspan, hlim⟩ := subspace_iteration_converges gap (B * A⁻¹)
  refine ⟨fun k => ?_, hlim⟩
  have hAB : Matrix.fromRows A B = frame (B * A⁻¹) * A := by
    rw [frame, Matrix.fromRows_mul, Matrix.one_mul, Matrix.mul_assoc,
      Matrix.nonsing_inv_mul _ hA, Matrix.mul_one]
  rw [hAB, ← Matrix.mul_assoc, columnSpace_mul _ hA, hspan k]
```

The starting orbitals need not have the form [1; t]. If their occupied block A is invertible, then

[A; B] = [1; B A⁻¹] A,

and the factor A does not change the span. The iteration therefore follows the frames that start at t = B A⁻¹. In an orthonormal orbital basis, det A is the overlap of the determinant built from the columns of [A; B] with the reference determinant. Thouless's theorem writes such a determinant, when the overlap is nonzero, as a multiple of an exponential of single excitations acting on the reference. The file contains only the orbital-coefficient side of this, with no many-electron states.

```lean
/-- If there are virtual orbitals and all their eigenvalues are smaller in modulus than all occupied
ones, the span of `[1; t]` is unchanged by one application of the Fock matrix exactly when all
amplitudes vanish. -/
theorem stationary_iff [Nonempty v] {fo : o → 𝕜} {fv : v → 𝕜}
    (gap : ∀ a i, ‖fv a‖ < ‖fo i‖) (t : Matrix v o 𝕜) :
    columnSpace (fock fo fv * frame t) = columnSpace (frame t) ↔ t = 0 := by
  have ho : ∀ i, fo i ≠ 0 := fun i =>
    norm_pos_iff.1 ((norm_nonneg _).trans_lt (gap (Classical.arbitrary v) i))
  have h1 := columnSpace_fock_pow fv ho t 1
  rw [pow_one] at h1
  rw [h1]
  constructor
  · intro h
    have e := frame_unique h
    ext a i
    have ea : (fv a / fo i) ^ 1 * t a i = t a i := congrFun (congrFun e a) i
    by_contra hne
    have ht : t a i ≠ 0 := hne
    -- a surviving amplitude would need equal eigenvalues, which the gap forbids
    have hr : fv a / fo i = 1 := by
      rw [pow_one] at ea
      exact mul_right_cancel₀ ht (by rw [one_mul]; exact ea)
    have hg := gap a i
    rw [(div_eq_one_iff_eq (ho i)).1 hr] at hg
    exact lt_irrefl _ hg
  · intro h
    have hz : amplitude fo fv t 1 = t := by
      ext a i
      simp [amplitude, h]
    rw [hz]

end

end ThoulessSubspaceIteration
```

Under the gap, and with at least one virtual orbital, the occupied space is the only subspace spanned by a frame [1; t] that F leaves unchanged. If the span is unchanged, `frame_unique` gives t_1 = t, that is,

(f_a / f_i) t_ai = t_ai.

A nonzero t_ai would force f_a = f_i, against the gap. Conversely, t = 0 gives t_1 = 0, so the span stays the same.

```lean
#print axioms ThoulessSubspaceIteration.subspace_iteration_converges
#print axioms ThoulessSubspaceIteration.subspace_iteration_of_invertible_block
#print axioms ThoulessSubspaceIteration.stationary_iff
```

```
'ThoulessSubspaceIteration.subspace_iteration_converges' depends on axioms: [propext, Classical.choice, Quot.sound]
'ThoulessSubspaceIteration.subspace_iteration_of_invertible_block' depends on axioms: [propext, Classical.choice, Quot.sound]
'ThoulessSubspaceIteration.stationary_iff' depends on axioms: [propext, Classical.choice, Quot.sound]
```
